# Total strength, polarisability and finite moments of a power-law photoionisation continuum

A photoionisation continuum with threshold energy \(I>0\), strength parameter \(N>0\) and decay exponent \(s>1\), whose oscillator-strength density at excitation energy \(w>I\) is

\[
g(w)=N(s-1)\,I^{\,s-1}\,w^{-s},
\]

has total oscillator strength \(N\) and static polarisability

\[
\alpha=\frac{N(s-1)}{(s+1)\,I^2}
\]

in atomic units. Its moment of real order \(k\), the integral of \(w^k g(w)\) over all \(w>I\), is finite if and only if \(k<s-1\).

The number \(N\) is the oscillator strength carried by the continuum, and \(s\) says how fast absorption falls off at high energy. The condition \(s>1\) makes that fall-off fast enough for the total strength to be finite. The model has no bound-bound transitions, and the same power law holds from threshold to infinite energy. Within this one-channel model, the result shows which power moments of the oscillator-strength distribution are finite and which diverge because of its high-energy tail.

## The density and its integrals

The energies and parameters are real numbers, and powers with real exponents are Lean's real powers.

```lean
import Mathlib

open MeasureTheory Set

namespace PowerLawContinuum

noncomputable section
```

The function `density` is the formula for \(g\). It is defined for every real `w`; the threshold enters through the region of integration, not through a cut in the function.

```lean
/-- Formula for the oscillator-strength density at total excitation energy `w`, used for `w > I`,
for a continuum of strength parameter `N` and decay exponent `s`. -/
def density (N I s w : ℝ) : ℝ := N * (s - 1) * I ^ (s - 1) * w ^ (-s)
```

The moment of order \(k\) is an integral over `Ioi I`, the open half-line \((I,\infty)\).

```lean
/-- Spectral moment of real order `k`: the integral of `w ^ k` times the density over all
energies above threshold. -/
def moment (N I s k : ℝ) : ℝ := ∫ w in Ioi I, w ^ k * density N I s w
```

The static polarisability is the zero-frequency sum over states in atomic units, with the sum replaced by an integral over the continuum:

\[
\alpha=\int_I^\infty \frac{g(w)}{w^2}\,dw .
\]

```lean
/-- Static polarisability in atomic units: the integral over the continuum of the
oscillator-strength density divided by the squared excitation energy. -/
def staticPolarisability (N I s : ℝ) : ℝ := ∫ w in Ioi I, density N I s w / w ^ 2
```

## (a) Weighting by \(w^k\) shifts the exponent

Show that for \(w>0\) the weighted density \(w^k g(w)\) is again a constant times a power of \(w\).

Write \(C=N(s-1)I^{s-1}\). Since \(w\) is positive, exponents add:

\[
w^k g(w)=C\,w^k w^{-s}=C\,w^{k-s}.
\]

```lean
/-- At positive energy, weighting the density by `w ^ k` shifts the exponent of its
power law by `k`. -/
theorem weighted_density (N I s k : ℝ) {w : ℝ} (hw : 0 < w) :
    w ^ k * density N I s w = N * (s - 1) * I ^ (s - 1) * w ^ (k - s) := by
  unfold density
  rw [sub_eq_add_neg k s, Real.rpow_add hw]
  ring
```

The theorem places no condition on \(N\), \(I\), \(s\) or \(k\); only `0 < w` is needed. The proof unfolds the density, splits \(w^{k-s}\) into \(w^k w^{-s}\) with `Real.rpow_add`, and lets `ring` reorder the factors.

## (b) The moment of order \(k\) is finite exactly when \(k<s-1\)

Decide for which real \(k\) the integral of \(w^k g(w)\) over \((I,\infty)\) converges.

By part (a) the integrand is \(C w^{k-s}\), and \(C>0\) because \(N\), \(s-1\) and \(I^{s-1}\) are all positive. Cut the integral off at an energy \(W>I\). If \(k-s\neq-1\), then

\[
\int_I^W w^{k-s}\,dw=\frac{W^{k-s+1}-I^{k-s+1}}{k-s+1}.
\]

As \(W\to\infty\) this has a finite limit when \(k-s+1<0\) and grows without bound when \(k-s+1>0\). If \(k-s=-1\), the integral is \(\log(W/I)\), which also grows without bound. The moment is therefore finite exactly when \(k-s<-1\), that is, when \(k<s-1\).

```lean
/-- The spectral moment of real order `k` is finite if and only if `k < s - 1`. -/
theorem moment_finite_iff {N I s : ℝ} (hN : 0 < N) (hI : 0 < I) (hs : 1 < s) (k : ℝ) :
    IntegrableOn (fun w => w ^ k * density N I s w) (Ioi I) ↔ k < s - 1 := by
  have hC : N * (s - 1) * I ^ (s - 1) ≠ 0 :=
    (mul_pos (mul_pos hN (sub_pos.mpr hs)) (Real.rpow_pos_of_pos hI _)).ne'
  have hcongr : EqOn (fun w => w ^ k * density N I s w)
      (fun w => N * (s - 1) * I ^ (s - 1) * w ^ (k - s)) (Ioi I) :=
    fun w hw => weighted_density N I s k (hI.trans hw)
  rw [integrableOn_congr_fun hcongr measurableSet_Ioi]
  -- the nonzero prefactor does not affect convergence
  unfold IntegrableOn
  rw [integrable_const_mul_iff hC.isUnit]
  change IntegrableOn (fun w : ℝ => w ^ (k - s)) (Ioi I) ↔ k < s - 1
  rw [integrableOn_Ioi_rpow_iff hI]
  constructor <;> intro h <;> linarith
```

Finiteness is stated as `IntegrableOn`, that is, Lebesgue integrability of the integrand on the half-line. The value of `moment` does not express convergence directly: it is always a real number, and Lean sets it to zero when the integrand is not integrable.

In the proof, `hC` records that the prefactor is nonzero and `hcongr` applies part (a) at every energy above threshold. The lemma `integrable_const_mul_iff` then removes the prefactor, and `integrableOn_Ioi_rpow_iff` supplies the criterion for a pure power, which the cut-off integral gave above. The last line turns \(k-s<-1\) into \(k<s-1\) and back.

The moments could also have been modelled as integrals with values in \([0,\infty]\), which suits a non-negative density. A divergent moment would then have the value \(\infty\), and finiteness would be a statement about the moment itself. The criterion would be the same, but the closed formulas below would need a conversion from extended values to real numbers.

## (c) The value of every finite moment

For \(k<s-1\), compute the moment of order \(k\).

The upper limit contributes nothing, since \(k-s+1<0\). What remains is

\[
\int_I^\infty w^k g(w)\,dw
= C\cdot\frac{-I^{k-s+1}}{k-s+1}
= N(s-1)I^{s-1}\,\frac{I^{k-s+1}}{s-1-k}.
\]

The powers of \(I\) combine, because \((s-1)+(k-s+1)=k\), and so

\[
\int_I^\infty w^k g(w)\,dw=\frac{N(s-1)}{s-1-k}\,I^k .
\]

As \(k\) approaches \(s-1\) from below, the denominator tends to zero and the moment grows without bound.

```lean
/-- Closed form of the spectral moments of order `k < s - 1`. -/
theorem moment_eq (N : ℝ) {I s k : ℝ} (hI : 0 < I) (hk : k < s - 1) :
    moment N I s k = N * (s - 1) / (s - 1 - k) * I ^ k := by
  have hcongr : EqOn (fun w => w ^ k * density N I s w)
      (fun w => N * (s - 1) * I ^ (s - 1) * w ^ (k - s)) (Ioi I) :=
    fun w hw => weighted_density N I s k (hI.trans hw)
  have hp : I ^ (s - 1) * I ^ (k - s + 1) = I ^ k := by
    rw [← Real.rpow_add hI]
    congr 1
    ring
  have hq : ∀ x : ℝ, -x / (k - s + 1) = x / (s - 1 - k) := fun x => by
    rw [show k - s + 1 = -(s - 1 - k) by ring, neg_div_neg_eq]
  unfold moment
  -- integrate the pure power from threshold to infinity
  rw [setIntegral_congr_fun measurableSet_Ioi hcongr, integral_const_mul,
    integral_Ioi_rpow_of_lt (by linarith) hI, hq, ← hp]
  ring
```

The statement asks for \(I>0\) and \(k<s-1\), and leaves the sign of \(N\) free. The auxiliary fact `hp` is the combination of the powers of \(I\), and `hq` is the change of sign in numerator and denominator. After the integrand has been replaced by the pure power, `integral_Ioi_rpow_of_lt` evaluates the integral from threshold to infinity.

## (d) The polarisability is the moment of order \(-2\)

Show that the static polarisability belongs to the same family of moments.

For \(w>I>0\),

\[
\frac{g(w)}{w^2}=w^{-2}g(w),
\]

so the two integrands agree throughout the region of integration, and so do the integrals.

```lean
/-- The static polarisability is the spectral moment of order `-2`. -/
theorem staticPolarisability_eq_moment (N s : ℝ) {I : ℝ} (hI : 0 < I) :
    staticPolarisability N I s = moment N I s (-2) := by
  unfold staticPolarisability moment
  refine setIntegral_congr_fun measurableSet_Ioi (fun w hw => ?_)
  have hw0 : 0 < w := hI.trans hw
  change density N I s w / w ^ 2 = w ^ (-2 : ℝ) * density N I s w
  rw [Real.rpow_neg hw0.le, Real.rpow_two, div_eq_mul_inv, mul_comm]
```

The definition of the polarisability divides by an ordinary square, while `moment` uses a real exponent. The proof compares the integrands energy by energy and uses `Real.rpow_neg` and `Real.rpow_two` to identify the two notations.

## (e) Strength, polarisability and the finiteness criterion together

Deduce the three claims made at the start for \(N>0\), \(I>0\) and \(s>1\).

The total strength is the moment of order \(0\). It is finite because \(0<s-1\), and part (c) gives

\[
\int_I^\infty g(w)\,dw=\frac{N(s-1)}{s-1}\,I^0=N .
\]

The polarisability is the moment of order \(-2\), which is finite because \(-2<s-1\). Its value is

\[
\alpha=\frac{N(s-1)}{s-1+2}\,I^{-2}=\frac{N(s-1)}{(s+1)I^2}.
\]

The criterion for a general order is part (b).

```lean
/-- A power-law photoionisation continuum has total oscillator strength `N` and static
polarisability `N (s - 1) / ((s + 1) I ^ 2)`, and its moment of real order `k` is finite
if and only if `k < s - 1`. -/
theorem powerLaw_continuum {N I s : ℝ} (hN : 0 < N) (hI : 0 < I) (hs : 1 < s) :
    (∫ w in Ioi I, density N I s w) = N ∧
    staticPolarisability N I s = N * (s - 1) / ((s + 1) * I ^ 2) ∧
    ∀ k : ℝ, IntegrableOn (fun w => w ^ k * density N I s w) (Ioi I) ↔ k < s - 1 := by
  have hs1 : s - 1 ≠ 0 := (sub_pos.mpr hs).ne'
  refine ⟨?_, ?_, moment_finite_iff hN hI hs⟩
  · -- the total strength is the moment of order zero
    have h := moment_eq N (k := 0) hI (sub_pos.mpr hs)
    simp only [moment, Real.rpow_zero, one_mul, mul_one, sub_zero] at h
    rw [h, mul_div_assoc, div_self hs1, mul_one]
  · -- the polarisability is the moment of order minus two
    rw [staticPolarisability_eq_moment N s hI, moment_eq N hI (by linarith),
      Real.rpow_neg hI.le, Real.rpow_two, show s - 1 - (-2) = s + 1 by ring,
      ← div_eq_mul_inv, div_div]
```

The conclusion is a conjunction of three statements: the value of the total strength, the value of the polarisability, and the equivalence for every real `k`. The first two branches of the proof specialise `moment_eq` to the orders \(0\) and \(-2\) and simplify the fractions; the third is `moment_finite_iff` itself.

The hypothesis \(s>1\) is needed. Take \(N=I=1\) and \(s=1\). The factor \(s-1\) vanishes, so the density is zero at every energy and the total strength is \(0\) instead of \(1\). The criterion fails as well: every moment of the zero density is finite, including those with \(k\geq 0\).

## (f) The critical moment grows logarithmically with the cut-off

At the order \(k=s-1\), where finiteness is first lost, compute the moment with the spectrum cut off at an energy \(W\geq I\).

Part (a) with \(k=s-1\) gives the integrand \(C w^{-1}\), hence

\[
\int_I^W w^{s-1}g(w)\,dw=C\int_I^W\frac{dw}{w}=N(s-1)I^{s-1}\log\frac{W}{I}.
\]

At \(W=I\) both sides are zero. For \(N>0\) and \(s>1\) the right-hand side increases without bound as \(W\) increases. In this single-power model, a calculation that truncates the spectrum would therefore return a finite number for the critical moment, but one that depends on where the truncation is made.

```lean
/-- At the critical order `s - 1`, the moment cut off at energy `W` is
`N (s - 1) I ^ (s - 1)` times the logarithm of `W / I`. -/
theorem critical_moment_cutoff (N s : ℝ) {I W : ℝ} (hI : 0 < I) (hW : I ≤ W) :
    (∫ w in I..W, w ^ (s - 1) * density N I s w)
      = N * (s - 1) * I ^ (s - 1) * Real.log (W / I) := by
  have hcongr : EqOn (fun w => w ^ (s - 1) * density N I s w)
      (fun w => N * (s - 1) * I ^ (s - 1) * w⁻¹) (uIcc I W) := by
    intro w hw
    rw [uIcc_of_le hW] at hw
    have hw0 : 0 < w := lt_of_lt_of_le hI hw.1
    change w ^ (s - 1) * density N I s w = N * (s - 1) * I ^ (s - 1) * w⁻¹
    rw [weighted_density N I s (s - 1) hw0, show s - 1 - s = -1 by ring,
      Real.rpow_neg_one]
  rw [intervalIntegral.integral_congr hcongr, intervalIntegral.integral_const_mul,
    integral_inv_of_pos hI (lt_of_lt_of_le hI hW)]
```

Here `∫ w in I..W` is the integral between two finite limits, and the hypothesis `I ≤ W` puts them in the usual order. The proof shows that every energy in the interval is positive, rewrites the integrand as a constant times \(w^{-1}\), and evaluates the rest with `integral_inv_of_pos`. The identity holds for all real \(N\) and \(s\).

## (g) The decay exponent follows from threshold, strength and polarisability

Given that the continuum has the power-law form with \(N>0\), \(I>0\) and \(s>1\), recover \(s\) from \(N\), \(I\) and \(\alpha\).

Set \(x=\alpha I^2\). Part (e) gives

\[
x=\frac{N(s-1)}{s+1}.
\]

Since \(0<s-1<s+1\) and \(N>0\), it follows that \(x<N\). This also agrees with the physical picture: all the strength lies above \(I\), so each portion of it contributes less to \(\alpha\) than it would at the threshold itself.

Multiplying by \(s+1\) and collecting the terms in \(s\) gives

\[
x(s+1)=N(s-1)
\quad\Longrightarrow\quad
s(N-x)=N+x .
\]

The factor \(N-x\) is positive, so division is allowed:

\[
s=\frac{N+\alpha I^2}{N-\alpha I^2}.
\]

For example, \(N=1\), \(I=1\) and \(\alpha=1/2\) give \(s=3\), and inserting \(s=3\) in the formula for the polarisability returns \(2/4=1/2\).

```lean
/-- The polarisability times the squared threshold energy is less than the total strength,
and these quantities determine the decay exponent of the continuum. -/
theorem exponent_from_polarisability {N I s : ℝ} (hN : 0 < N) (hI : 0 < I) (hs : 1 < s) :
    staticPolarisability N I s * I ^ 2 < N ∧
    s = (N + staticPolarisability N I s * I ^ 2) /
      (N - staticPolarisability N I s * I ^ 2) := by
  have hs1 : 0 < s + 1 := by linarith
  have hα : staticPolarisability N I s * I ^ 2 = N * (s - 1) / (s + 1) := by
    rw [(powerLaw_continuum hN hI hs).2.1, ← div_div,
      div_mul_cancel₀ _ (pow_pos hI 2).ne']
  have hlt : N * (s - 1) / (s + 1) < N := by
    rw [div_lt_iff₀ hs1]
    nlinarith
  rw [hα]
  refine ⟨hlt, ?_⟩
  -- clear the positive denominator and solve the linear relation for the exponent
  have hx : N * (s - 1) / (s + 1) * (s + 1) = N * (s - 1) :=
    div_mul_cancel₀ _ hs1.ne'
  rw [eq_div_iff (sub_pos.mpr hlt).ne']
  linear_combination -hx

end

end PowerLawContinuum
```

The theorem states both the strict inequality and the formula for `s`. In the proof, `hα` is the expression for \(x\), `hlt` is the inequality \(x<N\), and `hx` is the relation after multiplication by \(s+1\). Once `eq_div_iff` has cleared the positive denominator, `linear_combination -hx` finishes the linear algebra.

The formula identifies a member of the power-law family; it does not test whether a given spectrum belongs to that family. The polarisability inserted must be that of the continuum alone, since a contribution from bound transitions would alter the inferred exponent.

```lean
#print axioms PowerLawContinuum.powerLaw_continuum
#print axioms PowerLawContinuum.critical_moment_cutoff
#print axioms PowerLawContinuum.exponent_from_polarisability
```

```
'PowerLawContinuum.powerLaw_continuum' depends on axioms: [propext, Classical.choice, Quot.sound]
'PowerLawContinuum.critical_moment_cutoff' depends on axioms: [propext, Classical.choice, Quot.sound]
'PowerLawContinuum.exponent_from_polarisability' depends on axioms: [propext, Classical.choice, Quot.sound]
```
